# Pair forces can cancel on every atom of a square and still leave every atom stressed

Put four atoms on the vertices of the unit square. Let each pair along a side repel with force \(x_i-x_j\) on atom \(i\), and let each pair along a diagonal attract with force \(-(x_i-x_j)\). The net force on every atom is zero, yet the per-atom stress of every atom is nonzero. Hence the net forces at this configuration do not determine the stress of any atom, even if all pair forces are central.

## Atomic stress from pair forces

Let \(x_i\) be the position of atom \(i\) and \(f_{ij}\) the force on atom \(i\) from atom \(j\). The net force and the per-atom stress are

\[
F_i=\sum_j f_{ij},\qquad S_i=\tfrac12\sum_j (x_i-x_j)\,f_{ij}^{T}.
\]

The factor \(\tfrac12\) gives each atom half of a pair's contribution. \(S_i\) is the configurational part only: there is no kinetic term and no division by a volume. With this sign, a repelling pair contributes nonnegative diagonal entries, at least one of them positive.

For static atoms on this square, the result means that two simulation codes with different pair forces can agree on every net force and still disagree on every atomic stress.

## Forces that cancel by construction

Give each atom a real weight \(a_i\), and set \(f_{ij}=-a_ia_j(x_i-x_j)\). Suppose that

\[
\sum_j a_j=0,\qquad \sum_j a_jx_j=0 .
\]

Then the net force vanishes:

\[
F_i=-a_i\Big(x_i\sum_j a_j-\sum_j a_jx_j\Big)=0 .
\]

For the stress, expand the product:

\[
S_i=-\frac{a_i}{2}\Big[x_ix_i^T\sum_j a_j-x_i\Big(\sum_j a_jx_j\Big)^T-\Big(\sum_j a_jx_j\Big)x_i^T+\sum_j a_jx_jx_j^T\Big].
\]

The first three terms vanish, so

\[
S_i=-\frac{a_i}{2}M,\qquad M=\sum_j a_jx_jx_j^T .
\]

All atoms share the matrix \(M\) up to a factor. The stress of atom \(i\) is nonzero exactly when \(a_i\neq0\) and \(M\neq0\).

Both conclusions can fail without the condition \(\sum_j a_jx_j=0\). Take two atoms on a line at \(x_0=0\), \(x_1=1\), with weights \(1,-1\). The weights sum to zero, but \(\sum_j a_jx_j=-1\). The net forces are \(F_0=-1\) and \(F_1=1\), and atom 1 has stress \(\tfrac12\), whereas \(-\tfrac{a_1}{2}M=-\tfrac12\).

## The square

Number the vertices from zero in cyclic order: \(x_0=(0,0)\), \(x_1=(1,0)\), \(x_2=(1,1)\), \(x_3=(0,1)\). Take \(a=(1,-1,1,-1)\). Neighbours have opposite weights, so \(-a_ia_j=1\) on sides; opposite vertices have equal weights, so \(-a_ia_j=-1\) on diagonals. These are the forces described at the start. The weights sum to zero, and

\[
\sum_j a_jx_j=-(1,0)+(1,1)-(0,1)=0,
\]

\[
M=-\begin{pmatrix}1&0\\0&0\end{pmatrix}+\begin{pmatrix}1&1\\1&1\end{pmatrix}-\begin{pmatrix}0&0\\0&1\end{pmatrix}=\begin{pmatrix}0&1\\1&0\end{pmatrix}.
\]

Thus \(S_i=-\tfrac{a_i}{2}M\) is a pure shear, with off-diagonal entries \(-\tfrac12\) on atoms 0 and 2 and \(+\tfrac12\) on atoms 1 and 3.

Now add \(t\) times these forces, with \(t\neq0\), to any pair forces \(g_{ij}\) on the square. Both \(F_i\) and \(S_i\) are linear in the pair forces, so every net force stays the same and every stress changes by \(tS_i\neq0\).

Finally, suppose that a function \(\Phi\) gave the stress of atom \(i\) from the list of all net forces. The square's forces and the absence of any forces have the same list, all zeros. \(\Phi\) would have to return both \(S_i\neq0\) and \(0\), which is impossible.

## What the Lean statements say

The type `ι` labels the atoms and is finite; `κ` labels the Cartesian components. Positions are `x : ι → κ → ℝ`, and `f i j` is the force on `i` from `j`. `netForce` and `atomicStress` are \(F_i\) and \(S_i\), and `secondMoment` is \(M\). The general lemmas hold for any such `ι` and `κ`; the square uses `Fin 4` and `Fin 2`.

`IsCentral x f` says that \(f_{ij}=c_{ij}(x_i-x_j)\) with \(c_{ij}=c_{ji}\), which includes Newton's third law. In `same_forces_different_stress` the forces `g` are arbitrary and need not obey it.

In `forces_do_not_determine_stress` the positions are fixed and \(\Phi\) may differ from atom to atom, so knowing the geometry does not help. The theorem does not address a rule that also sees the pair forces themselves, or the net forces at other configurations. The pair forces are prescribed at one geometry, not derived from an interatomic potential.

```lean
import Mathlib

open Finset

namespace AtomicStressAmbiguity

noncomputable section

variable {ι κ : Type*} [Fintype ι]

/-- The net force on atom `i`: the sum of the pair forces `f i j` over all `j`. -/
def netForce (f : ι → ι → κ → ℝ) (i : ι) : κ → ℝ := ∑ j, f i j

/-- The per-atom stress (without a volume factor): half the sum over `j` of
the matrices `(x i - x j) (f i j)ᵀ`. -/
def atomicStress (x : ι → κ → ℝ) (f : ι → ι → κ → ℝ) (i : ι) : Matrix κ κ ℝ :=
  Matrix.of fun p q => (1 / 2) * ∑ j, (x i p - x j p) * f i j q

/-- Central pair forces: each acts along the line joining its two atoms, with a coefficient
symmetric in the pair. -/
def IsCentral (x : ι → κ → ℝ) (f : ι → ι → κ → ℝ) : Prop :=
  ∃ c : ι → ι → ℝ, (∀ i j, c i j = c j i) ∧ ∀ i j, f i j = c i j • (x i - x j)

/-- Central pair forces built from one weight `a i` per atom. -/
def weightForce (a : ι → ℝ) (x : ι → κ → ℝ) (i j : ι) : κ → ℝ :=
  (-(a i * a j)) • (x i - x j)

/-- The weighted second moment of the positions, the sum of `a j (x j) (x j)ᵀ`. -/
def secondMoment (a : ι → ℝ) (x : ι → κ → ℝ) : Matrix κ κ ℝ :=
  Matrix.of fun p q => ∑ j, a j * x j p * x j q

/-- If the weights sum to zero and the weighted positions sum to zero, the weight forces
cancel on every atom. -/
theorem netForce_weightForce (a : ι → ℝ) (x : ι → κ → ℝ)
    (h0 : ∑ j, a j = 0) (h1 : ∀ p, ∑ j, a j * x j p = 0) (i : ι) :
    netForce (weightForce a x) i = 0 := by
  ext p
  simp only [netForce, weightForce, Finset.sum_apply, Pi.smul_apply, Pi.sub_apply,
    smul_eq_mul, Pi.zero_apply]
  -- separate the two moments of the weights
  have key : ∑ j, -(a i * a j) * (x i p - x j p)
      = -(a i * x i p) * ∑ j, a j + a i * ∑ j, a j * x j p := by
    simp only [Finset.mul_sum, ← Finset.sum_add_distrib]
    exact Finset.sum_congr rfl (fun j _ => by ring)
  rw [key, h0, h1]
  ring

/-- Under the same conditions, the stress of atom `i` is `-a i / 2` times the weighted second
moment of the positions. -/
theorem atomicStress_weightForce (a : ι → ℝ) (x : ι → κ → ℝ)
    (h0 : ∑ j, a j = 0) (h1 : ∀ p, ∑ j, a j * x j p = 0) (i : ι) :
    atomicStress x (weightForce a x) i = (-(a i / 2)) • secondMoment a x := by
  ext p q
  simp only [atomicStress, weightForce, secondMoment, Matrix.of_apply, Matrix.smul_apply,
    Pi.smul_apply, Pi.sub_apply, smul_eq_mul]
  -- only the term quadratic in the partner's position survives
  have key : ∑ j, (x i p - x j p) * (-(a i * a j) * (x i q - x j q))
      = -(a i * x i p * x i q) * ∑ j, a j + a i * x i p * ∑ j, a j * x j q
        + a i * x i q * ∑ j, a j * x j p + -(a i) * ∑ j, a j * x j p * x j q := by
    simp only [Finset.mul_sum, ← Finset.sum_add_distrib]
    exact Finset.sum_congr rfl (fun j _ => by ring)
  rw [key, h0, h1, h1]
  ring

/-- The vertices of the unit square, in cyclic order. -/
def square : Fin 4 → Fin 2 → ℝ := ![![0, 0], ![1, 0], ![1, 1], ![0, 1]]

/-- The bond coefficients: `1` on the sides and `-1` on the diagonals. -/
def bond : Matrix (Fin 4) (Fin 4) ℝ :=
  !![0, 1, -1, 1; 1, 0, 1, -1; -1, 1, 0, 1; 1, -1, 1, 0]

/-- The pair forces on the square: `x i - x j` along sides, `-(x i - x j)` along diagonals. -/
def squareForce (i j : Fin 4) : Fin 2 → ℝ := bond i j • (square i - square j)

/-- Weights of alternating sign around the square. -/
def alt : Fin 4 → ℝ := ![1, -1, 1, -1]

/-- The forces on the square are the weight forces of the alternating weights. -/
theorem squareForce_eq : squareForce = weightForce alt square := by
  ext i j p
  fin_cases i <;> fin_cases j <;> fin_cases p <;>
    norm_num [squareForce, weightForce, bond, alt, square]

/-- The alternating weights sum to zero. -/
theorem alt_sum : ∑ j, alt j = 0 := by
  rw [Fin.sum_univ_four]
  change (1 : ℝ) + -1 + 1 + -1 = 0
  norm_num

/-- The positions of the square's vertices, weighted with alternating signs, sum to zero. -/
theorem alt_moment (p : Fin 2) : ∑ j, alt j * square j p = 0 := by
  rw [Fin.sum_univ_four]
  fin_cases p
  · change (1 : ℝ) * 0 + -1 * 1 + 1 * 1 + -1 * 0 = 0
    norm_num
  · change (1 : ℝ) * 0 + -1 * 0 + 1 * 1 + -1 * 1 = 0
    norm_num

/-- The stress of each atom of the square is a pure shear of magnitude one half, with a sign
that alternates around the square. -/
theorem atomicStress_square (i : Fin 4) :
    atomicStress square squareForce i = (-(alt i / 2)) • !![0, 1; 1, 0] := by
  have hQ : secondMoment alt square = !![0, 1; 1, 0] := by
    ext p q
    change ∑ j, alt j * square j p * square j q = _
    rw [Fin.sum_univ_four]
    fin_cases p <;> fin_cases q
    · change (1 : ℝ) * 0 * 0 + -1 * 1 * 1 + 1 * 1 * 1 + -1 * 0 * 0 = 0
      norm_num
    · change (1 : ℝ) * 0 * 0 + -1 * 1 * 0 + 1 * 1 * 1 + -1 * 0 * 1 = 1
      norm_num
    · change (1 : ℝ) * 0 * 0 + -1 * 0 * 1 + 1 * 1 * 1 + -1 * 1 * 0 = 1
      norm_num
    · change (1 : ℝ) * 0 * 0 + -1 * 0 * 0 + 1 * 1 * 1 + -1 * 1 * 1 = 0
      norm_num
  rw [squareForce_eq, atomicStress_weightForce alt square alt_sum alt_moment, hQ]

/-- On the unit square the pair forces cancel on every atom, yet the stress of every atom is
nonzero. -/
theorem zero_force_nonzero_stress (i : Fin 4) :
    netForce squareForce i = 0 ∧ atomicStress square squareForce i ≠ 0 := by
  constructor
  · rw [squareForce_eq]
    exact netForce_weightForce alt square alt_sum alt_moment i
  · intro h
    rw [atomicStress_square] at h
    -- the off-diagonal entry is plus or minus one half
    have h01 := congrFun (congrFun h 0) 1
    fin_cases i <;> norm_num [alt] at h01

/-- Adding a nonzero multiple of the square's forces to any pair forces `g` keeps the net force
on every atom and changes the stress of every atom. -/
theorem same_forces_different_stress (g : Fin 4 → Fin 4 → Fin 2 → ℝ) {t : ℝ} (ht : t ≠ 0)
    (i : Fin 4) :
    netForce (g + t • squareForce) i = netForce g i ∧
      atomicStress square (g + t • squareForce) i ≠ atomicStress square g i := by
  obtain ⟨hF, hS⟩ := zero_force_nonzero_stress i
  constructor
  · have h : netForce (g + t • squareForce) i = netForce g i + t • netForce squareForce i := by
      simp only [netForce, Pi.add_apply, Pi.smul_apply, Finset.sum_add_distrib,
        Finset.smul_sum]
    rw [h, hF, smul_zero, add_zero]
  · -- the stress is linear in the pair forces
    have h : atomicStress square (g + t • squareForce) i
        = atomicStress square g i + t • atomicStress square squareForce i := by
      ext p q
      simp only [atomicStress, Matrix.of_apply, Matrix.add_apply, Matrix.smul_apply,
        Pi.add_apply, Pi.smul_apply, smul_eq_mul, Finset.mul_sum, ← Finset.sum_add_distrib]
      exact Finset.sum_congr rfl (fun j _ => by ring)
    rw [h]
    intro hEq
    exact smul_ne_zero ht hS (add_eq_left.mp hEq)

/-- For no atom of the square is there a rule that gives its stress from the net forces on all
atoms, even if only central pair forces are admitted. -/
theorem forces_do_not_determine_stress (i : Fin 4) :
    ¬ ∃ Φ : (Fin 4 → Fin 2 → ℝ) → Matrix (Fin 2) (Fin 2) ℝ,
      ∀ f, IsCentral square f → atomicStress square f i = Φ (netForce f) := by
  rintro ⟨Φ, hΦ⟩
  have hc : IsCentral square squareForce := by
    refine ⟨bond, fun i j => ?_, fun _ _ => rfl⟩
    fin_cases i <;> fin_cases j <;> simp [bond]
  have hz : IsCentral square (0 : Fin 4 → Fin 4 → Fin 2 → ℝ) :=
    ⟨fun _ _ => 0, fun _ _ => rfl, fun _ _ => by simp⟩
  -- compare the square's forces with no forces at all
  have hN : netForce squareForce = netForce (0 : Fin 4 → Fin 4 → Fin 2 → ℝ) := by
    funext k
    rw [(zero_force_nonzero_stress k).1]
    simp [netForce]
  have hS : atomicStress square (0 : Fin 4 → Fin 4 → Fin 2 → ℝ) i = 0 := by
    ext p q
    simp [atomicStress]
  apply (zero_force_nonzero_stress i).2
  rw [hΦ _ hc, hN, ← hΦ _ hz, hS]

end

end AtomicStressAmbiguity
```

```lean
#print axioms AtomicStressAmbiguity.zero_force_nonzero_stress
#print axioms AtomicStressAmbiguity.same_forces_different_stress
#print axioms AtomicStressAmbiguity.forces_do_not_determine_stress
```

```
'AtomicStressAmbiguity.zero_force_nonzero_stress' depends on axioms: [propext, Classical.choice, Quot.sound]
'AtomicStressAmbiguity.same_forces_different_stress' depends on axioms: [propext, Classical.choice, Quot.sound]
'AtomicStressAmbiguity.forces_do_not_determine_stress' depends on axioms: [propext, Classical.choice, Quot.sound]
```

## How the proof follows the calculation

`netForce_weightForce` and `atomicStress_weightForce` are the two general computations, done component by component. In each, the step `key` is the expansion above: it splits the sum into moments of the weights, and `ring` checks the identity term by term. Rewriting with `h0` and `h1` then removes the vanishing moments.

`squareForce_eq` identifies the square's forces with the weight forces by checking every pair and component. The coefficients themselves differ for \(i=j\), where `bond` has \(0\) and the weights give \(-1\), but there they multiply \(x_i-x_i=0\). `alt_sum` and `alt_moment` verify the two conditions on the weights, and `atomicStress_square` computes \(M\) entry by entry.

`zero_force_nonzero_stress` combines these results. For the second half it assumes that the stress is zero and reads off the entry in row 0, column 1, which is \(\pm\tfrac12\), a contradiction.

`same_forces_different_stress` proves linearity of the net force and of the stress, then uses that a nonzero multiple of a nonzero matrix is nonzero. `forces_do_not_determine_stress` first shows that the square's forces and the zero forces are both central. The equality `hN` says that their net forces agree, and the last rewrite passes through \(\Phi\) to force the square's stress to be zero.
